# Angular dipolar tensors of the p_z, d_z² and d_x²−y² orbitals

Let n = (x, y, z) be a point of the unit sphere, with polar angle θ and azimuth φ, and let an electron have the angular density z² of a p_z orbital. Substituting u = cos θ gives

∫ z² dΩ = 2π ∫₋₁¹ u² du = 4π/3,  ∫ z⁴ dΩ = 2π ∫₋₁¹ u⁴ du = 4π/5,

where dΩ = sin θ dθ dφ. The mean of z² under the normalized density is therefore 3/5, and the mean of 3z² − 1 is 4/5. The three diagonal entries of 3 n nᵀ − 1 add up to zero, and x and y are equivalent, so the other two means are −2/5. Off-diagonal entries vanish because reflecting one coordinate reverses their sign. The tensor is diag(−2, −2, 4)/5.

For a real angular function ψ, the dipolar tensor is defined in the same way:

τ_ij = ∫ (3 n_i n_j − δ_ij) ψ² dΩ / ∫ ψ² dΩ.

For 3z² − 1 it is diag(−2, −2, 4)/7, and for x² − y² it is diag(2, 2, −4)/7. Multiplied by ⟨r⁻³⟩ and the magnetic constants, τ gives the anisotropic hyperfine coupling seen in EPR, for a single unpaired electron in one orbital centred on the nucleus and without spin–orbit corrections.

## Sphere moments by recursion

The d orbitals need moments up to sixth order. Write

M(a,b,c) = ∫ xᵃ yᵇ zᶜ dΩ,  I_T(a,b) = ∫₀ᵀ cosᵃt sinᵇt dt.

With x = sin θ cos φ, y = sin θ sin φ and z = cos θ, the moment factorizes:

M(a,b,c) = I_π(c, a+b+1) · I_2π(a,b).

Let sin T = 0. From cos² + sin² = 1,

I_T(a,b) = I_T(a+2,b) + I_T(a,b+2).

The function cosᵃ⁺¹ sinᵇ⁺¹ vanishes at both limits, so its derivative integrates to zero:

(b+1) I_T(a+2,b) − (a+1) I_T(a,b+2) = 0.

Solving the two equations gives

(a+b+2) I_T(a+2,b) = (a+1) I_T(a,b),
(a+b+2) I_T(a,b+2) = (b+1) I_T(a,b).

Raising a by two in M changes both factors. The polar one gains (a+b+2)/(a+b+c+3) and the azimuthal one (a+1)/(a+b+2), so that

M(a+2,b,c) = (a+1)/(a+b+c+3) · M(a,b,c).

The same holds for b, with b+1 in the numerator. Raising c changes only the polar factor and gives c+1 in the numerator. Starting from M(0,0,0) = 4π, and up to permutation of the exponents,

M(2,0,0) = 4π/3, M(4,0,0) = 4π/5, M(2,2,0) = 4π/15,
M(6,0,0) = 4π/7, M(4,2,0) = 4π/35, M(2,2,2) = 4π/105.

Any moment with an odd exponent is zero.

## A d orbital in its principal axes

Number the coordinates 0, 1, 2 and take

ψ = q₀x² + q₁y² + q₂z²,  q₀ + q₁ + q₂ = 0,  S = q₀² + q₁² + q₂² ≠ 0.

The zero sum makes ψ a pure d function, without an s part. It also gives Σ_{k≠l} q_k q_l = −S, so the norm integral is

∫ ψ² dΩ = (4π/5) S − (4π/15) S = 8πS/15.

For the second moment along axis i, let k and l be the other two axes. Then

∫ n_i² ψ² dΩ = (4π/105) [15q_i² + 6q_i(q_k + q_l) + 3(q_k² + q_l²) + 2q_k q_l].

Insert q_k + q_l = −q_i, q_k² + q_l² = S − q_i² and 2q_k q_l = 2q_i² − S. The bracket becomes 8q_i² + 2S. Dividing by the norm, multiplying by three and subtracting one yields

τ_ii = 3(4q_i² + S)/(7S) − 1 = 12q_i²/(7S) − 4/7.

Off the diagonal every monomial has an odd exponent, so τ_ij = 0. On the sphere 3z² − 1 = 2z² − x² − y², which means q = (−1, −1, 2) and S = 6, with entries −2/7, −2/7, 4/7. For x² − y², q = (1, −1, 0) and S = 2, with entries 2/7, 2/7, −4/7.

## The sphere and the tensor in Lean

```lean
import Mathlib

open Real Matrix

namespace DipolarHyperfine

noncomputable section
```

Vectors are functions on `Fin 3`, so `n 0`, `n 1`, `n 2` are x, y, z.

```lean
/-- The unit vector with polar angle `θ` and azimuth `φ`. -/
def dir (θ φ : ℝ) : Fin 3 → ℝ := ![sin θ * cos φ, sin θ * sin φ, cos θ]
```

The integral over the sphere is an iterated one over the two angles, with the weight written explicitly.

```lean
/-- The integral of `f` over the unit sphere, with weight `sin θ`. -/
def sphereInt (f : (Fin 3 → ℝ) → ℝ) : ℝ :=
  ∫ θ in (0 : ℝ)..π, ∫ φ in (0 : ℝ)..(2 * π), f (dir θ φ) * sin θ
```

The orbital enters the tensor unnormalized, and the denominator supplies the normalization. The normalized forms of the three orbitals are √(3/4π) z, √(5/16π) (3z² − 1) and √(15/16π) (x² − y²). Only the angular part is modelled: there is no radial function, coupling constant or contact term.

```lean
/-- The dipolar tensor of a real angular function `ψ`: the mean of `3 n nᵀ - 1` over the sphere
with density `ψ²`, for `ψ²` of nonzero integral. -/
def dipolarTensor (ψ : (Fin 3 → ℝ) → ℝ) : Matrix (Fin 3) (Fin 3) ℝ :=
  Matrix.of fun i j =>
    sphereInt (fun n => (3 * (n i * n j) - (1 : Matrix (Fin 3) (Fin 3) ℝ) i j) * ψ n ^ 2) /
      sphereInt (fun n => ψ n ^ 2)
```

The next definitions name the monomials and the integrals I_T and M. The function `ex` records which exponent the factor n_i raises.

```lean
/-- The monomial `x^a y^b z^c`. -/
def mono (a b c : ℕ) (n : Fin 3 → ℝ) : ℝ := n 0 ^ a * n 1 ^ b * n 2 ^ c

/-- The exponent of coordinate `k` in the monomial `n i`. -/
def ex (i k : Fin 3) : ℕ := if i = k then 1 else 0

/-- The integral of `cos^a sin^b` from `0` to `T`. -/
def trigInt (T : ℝ) (a b : ℕ) : ℝ := ∫ x in (0 : ℝ)..T, cos x ^ a * sin x ^ b

/-- The product of the polar and the azimuthal integral belonging to `x^a y^b z^c`. -/
def moment (a b c : ℕ) : ℝ := trigInt π c (a + b + 1) * trigInt (2 * π) a b
```

## Trigonometric and spherical recursions

In the proof below, `h1` is the identity from cos² + sin² = 1, and `h2` is the integrated derivative, with `hT` removing the boundary term. The last two `linear_combination` lines solve the pair of equations.

```lean
/-- Recursions for the integrals of `cos^a sin^b` up to a zero `T` of the sine. -/
theorem trigInt_rec (T : ℝ) (hT : sin T = 0) (a b : ℕ) :
    ((a : ℝ) + b + 2) * trigInt T (a + 2) b = (a + 1) * trigInt T a b ∧
    ((a : ℝ) + b + 2) * trigInt T a (b + 2) = (b + 1) * trigInt T a b := by
  have hi : ∀ k l : ℕ, IntervalIntegrable (fun x : ℝ => cos x ^ k * sin x ^ l)
      MeasureTheory.volume 0 T := fun k l =>
    (show Continuous fun x : ℝ => cos x ^ k * sin x ^ l by fun_prop).intervalIntegrable _ _
  have h1 : trigInt T a b = trigInt T (a + 2) b + trigInt T a (b + 2) := by
    unfold trigInt
    rw [← intervalIntegral.integral_add (hi _ _) (hi _ _)]
    congr 1
    funext x
    linear_combination (-(cos x ^ a * sin x ^ b)) * sin_sq_add_cos_sq x
  -- integrate the derivative of `cos^(a+1) sin^(b+1)`
  have h2 : ((b : ℝ) + 1) * trigInt T (a + 2) b - (a + 1) * trigInt T a (b + 2) = 0 := by
    unfold trigInt
    rw [← intervalIntegral.integral_const_mul, ← intervalIntegral.integral_const_mul,
      ← intervalIntegral.integral_sub ((hi _ _).const_mul _) ((hi _ _).const_mul _),
      intervalIntegral.integral_eq_sub_of_hasDerivAt
        (f := fun x => cos x ^ (a + 1) * sin x ^ (b + 1)) _
        (((hi _ _).const_mul _).sub ((hi _ _).const_mul _))]
    · simp [hT]
    · intro x _
      refine (((hasDerivAt_cos x).fun_pow (a + 1)).fun_mul
        ((hasDerivAt_sin x).fun_pow (b + 1))).congr_deriv ?_
      simp only [add_tsub_cancel_right]
      push_cast
      ring
  constructor
  · linear_combination h2 - (a + 1) * h1
  · linear_combination -h2 - (b + 1) * h1
```

Applying this at T = 2π to the azimuth and at T = π to the polar angle gives the three moment recursions.

```lean
/-- Raising one exponent by two multiplies a moment by a rational factor. -/
theorem moment_rec (a b c : ℕ) :
    moment (a + 2) b c = (a + 1) / (a + b + c + 3) * moment a b c ∧
    moment a (b + 2) c = (b + 1) / (a + b + c + 3) * moment a b c ∧
    moment a b (c + 2) = (c + 1) / (a + b + c + 3) * moment a b c := by
  have hN : (a : ℝ) + b + c + 3 ≠ 0 := by positivity
  obtain ⟨hx, hy⟩ := trigInt_rec (2 * π) sin_two_pi a b
  obtain ⟨hz, hs⟩ := trigInt_rec π sin_pi c (a + b + 1)
  push_cast at hz hs
  simp only [moment, div_mul_eq_mul_div, eq_div_iff hN]
  rw [show a + 2 + b + 1 = a + b + 1 + 2 by ring, show a + (b + 2) + 1 = a + b + 1 + 2 by ring]
  refine ⟨?_, ?_, ?_⟩
  · linear_combination trigInt (2 * π) (a + 2) b * hs + trigInt π c (a + b + 1) * hx
  · linear_combination trigInt (2 * π) a (b + 2) * hs + trigInt π c (a + b + 1) * hy
  · linear_combination trigInt (2 * π) a b * hz
```

Lowering exponents by two always ends with exponents 0 or 1. The following values cover all those endings; only M(0,0,0) is nonzero.

```lean
/-- The moment of `1` is `4π`; those of `z`, `x z^c`, `y z^c` and `x y z^c` vanish. -/
theorem moment_base : moment 0 0 0 = 4 * π ∧ moment 0 0 1 = 0 ∧
    (∀ c, moment 1 0 c = 0) ∧ (∀ c, moment 0 1 c = 0) ∧ (∀ c, moment 1 1 c = 0) := by
  have h11 : ∀ T, sin T = 0 → trigInt T 1 1 = 0 := by
    intro T hT
    unfold trigInt
    rw [show (fun x : ℝ => cos x ^ 1 * sin x ^ 1) = fun x => sin x * cos x by funext x; ring,
      integral_sin_mul_cos₁, hT]
    simp
  have h01 : trigInt π 0 1 = 2 := by norm_num [trigInt]
  have h00 : trigInt (2 * π) 0 0 = 2 * π := by simp [trigInt]
  have hc : trigInt (2 * π) 1 0 = 0 := by simp [trigInt]
  have hs : trigInt (2 * π) 0 1 = 0 := by simp [trigInt]
  simp only [moment, zero_add, h01, h00, hc, hs, h11 π sin_pi,
    h11 (2 * π) sin_two_pi, mul_zero, zero_mul, implies_true, and_true]
  ring
```

## From polynomial densities to tensor entries

A finite sum of monomials with coefficients `C k` is integrated term by term. The proof separates the angles in each term (`h`), integrates over φ (`hi`) and then over θ.

```lean
/-- A polynomial is integrated over the sphere term by term, each monomial giving its moment. -/
theorem sphereInt_sum {ι : Type} [Fintype ι] (C : ι → ℝ) (a b c : ι → ℕ) :
    sphereInt (fun n => ∑ k, C k * mono (a k) (b k) (c k) n) =
      ∑ k, C k * moment (a k) (b k) (c k) := by
  have h : ∀ θ φ, (∑ k, C k * mono (a k) (b k) (c k) (dir θ φ)) * sin θ =
      ∑ k, C k * (cos θ ^ c k * sin θ ^ (a k + b k + 1)) * (cos φ ^ a k * sin φ ^ b k) := by
    intro θ φ
    rw [Finset.sum_mul]
    refine Finset.sum_congr rfl fun k _ => ?_
    change C k * ((sin θ * cos φ) ^ a k * (sin θ * sin φ) ^ b k * cos θ ^ c k) * sin θ = _
    ring
  have hi : ∀ θ, (∫ φ in (0 : ℝ)..(2 * π), ∑ k, C k * (cos θ ^ c k *
      sin θ ^ (a k + b k + 1)) * (cos φ ^ a k * sin φ ^ b k)) =
      ∑ k, C k * (cos θ ^ c k * sin θ ^ (a k + b k + 1)) * trigInt (2 * π) (a k) (b k) := by
    intro θ
    rw [intervalIntegral.integral_finsetSum]
    · simp only [intervalIntegral.integral_const_mul, trigInt]
    · intro k _
      exact Continuous.intervalIntegrable (by fun_prop) _ _
  simp only [sphereInt, h, hi]
  rw [intervalIntegral.integral_finsetSum]
  · simp only [intervalIntegral.integral_mul_const, intervalIntegral.integral_const_mul]
    simp only [moment, trigInt, mul_assoc]
  · intro k _
    exact Continuous.intervalIntegrable (by fun_prop) _ _
```

If ψ² is such a polynomial, each tensor entry is a quotient of moment sums. Here `hm` writes n_i n_j as a monomial, and `Sum.elim` joins the terms from 3 n_i n_j and from −δ_ij into one polynomial, to which the preceding theorem applies.

```lean
/-- The dipolar tensor of a function with polynomial density, expressed by moments. -/
theorem dipolarTensor_apply {ι : Type} [Fintype ι] (ψ : (Fin 3 → ℝ) → ℝ) (C : ι → ℝ)
    (a b c : ι → ℕ) (h : ∀ n, ψ n ^ 2 = ∑ k, C k * mono (a k) (b k) (c k) n) (i j : Fin 3) :
    dipolarTensor ψ i j =
      (∑ k, C k * (3 * moment (a k + (ex i 0 + ex j 0)) (b k + (ex i 1 + ex j 1))
        (c k + (ex i 2 + ex j 2)) - (1 : Matrix (Fin 3) (Fin 3) ℝ) i j *
          moment (a k) (b k) (c k))) / ∑ k, C k * moment (a k) (b k) (c k) := by
  have hm : ∀ n : Fin 3 → ℝ, n i * n j =
      mono (ex i 0 + ex j 0) (ex i 1 + ex j 1) (ex i 2 + ex j 2) n := by
    intro n
    fin_cases i <;> fin_cases j <;> simp [mono, ex] <;> ring
  have h0 := (congrArg sphereInt (funext h)).trans (sphereInt_sum C a b c)
  -- the two parts `3 n nᵀ` and `-1` of the operator form one polynomial
  have hs := sphereInt_sum
    (Sum.elim (fun k => 3 * C k) fun k => -(1 : Matrix (Fin 3) (Fin 3) ℝ) i j * C k)
    (Sum.elim (fun k => a k + (ex i 0 + ex j 0)) a)
    (Sum.elim (fun k => b k + (ex i 1 + ex j 1)) b)
    (Sum.elim (fun k => c k + (ex i 2 + ex j 2)) c)
  simp only [Fintype.sum_sum_type, Sum.elim_inl, Sum.elim_inr] at hs
  simp only [dipolarTensor, Matrix.of_apply]
  rw [h0]
  congr 1
  refine Eq.trans ?_ (hs.trans ?_)
  · congr 1
    funext n
    rw [h n, hm n, Finset.mul_sum, ← Finset.sum_add_distrib]
    refine Finset.sum_congr rfl fun k _ => ?_
    simp only [mono]
    ring
  · rw [← Finset.sum_add_distrib]
    exact Finset.sum_congr rfl fun k _ => by ring
```

## The d formula and the three orbitals

The hypotheses `ht` and `hq` say that the coefficients sum to zero and are not all zero. The statement gives the full matrix, including its vanishing off-diagonal entries. It concerns orbitals already written in their principal axes; d_xy, whose axes are turned by 45°, does not have this form in the given coordinates, and no rotation is carried out.

In the proof, `hS` shows S ≠ 0, `h` expands ψ² into nine products, and `hN` is the norm 8πS/15. After the denominator is cleared with the help of `hR`, the nine entries are checked one by one: the recursions reduce every moment, `h2` eliminates q₂, and `ring` compares the polynomials that remain.

```lean
/-- The dipolar tensor of a real d orbital `q₀ x² + q₁ y² + q₂ z²` in its principal axes, with
coefficients that sum to zero and do not all vanish, is diagonal with entries
`(12/7) qᵢ² / ∑ qₖ² - 4/7`. -/
theorem dipolarTensor_d (q : Fin 3 → ℝ) (ht : q 0 + q 1 + q 2 = 0) (hq : q ≠ 0) :
    dipolarTensor (fun n => ∑ k, q k * n k ^ 2) =
      diagonal fun i => 12 * q i ^ 2 / (7 * ∑ k, q k ^ 2) - 4 / 7 := by
  have hS : ∑ k, q k ^ 2 ≠ 0 := fun h => hq (funext fun k => (pow_eq_zero_iff two_ne_zero).1
    ((Finset.sum_eq_zero_iff_of_nonneg fun k _ => sq_nonneg (q k)).1 h k (Finset.mem_univ k)))
  have h2 : q 2 = -q 0 - q 1 := by linarith
  have h : ∀ n : Fin 3 → ℝ, (∑ k, q k * n k ^ 2) ^ 2 = ∑ t : Fin 3 × Fin 3, q t.1 * q t.2 *
      mono (2 * ex t.1 0 + 2 * ex t.2 0) (2 * ex t.1 1 + 2 * ex t.2 1)
        (2 * ex t.1 2 + 2 * ex t.2 2) n := by
    intro n
    simp [Fintype.sum_prod_type, Fin.sum_univ_three, mono, ex]
    ring
  have hN : ∑ t : Fin 3 × Fin 3, q t.1 * q t.2 *
      moment (2 * ex t.1 0 + 2 * ex t.2 0) (2 * ex t.1 1 + 2 * ex t.2 1)
        (2 * ex t.1 2 + 2 * ex t.2 2) = 8 * π / 15 * ∑ k, q k ^ 2 := by
    simp [Fintype.sum_prod_type, Fin.sum_univ_three, ex, moment_rec, moment_base, h2]
    ring
  ext i j
  refine (dipolarTensor_apply _ _ _ _ _ h i j).trans ?_
  have hR : diagonal (fun i => 12 * q i ^ 2 / (7 * ∑ k, q k ^ 2) - 4 / 7) i j *
      (8 * π / 15 * ∑ k, q k ^ 2) =
      diagonal (fun i => 8 * π / 105 * (12 * q i ^ 2 - 4 * ∑ k, q k ^ 2)) i j := by
    by_cases hij : i = j
    · subst hij
      simp only [diagonal_apply_eq]
      field_simp
      ring
    · simp only [diagonal_apply_ne _ hij, zero_mul]
  rw [hN, div_eq_iff (mul_ne_zero (by positivity) hS), hR]
  fin_cases i <;> fin_cases j <;>
    simp [Fintype.sum_prod_type, Fin.sum_univ_three, ex, moment_rec, moment_base, h2] <;> ring
```

The last theorem collects the three tensors. For p_z the density is the single monomial z², and the moments are inserted directly. The functions 3z² − 1 and 2z² − x² − y² differ away from the sphere, so the proof shows them equal at `dir θ φ`, which is all that the integrals see. For x² − y² the rewriting holds everywhere. Both d cases then follow from the general formula.

```lean
/-- The dipolar tensors of the p_z, d_z2 and d_x2-y2 orbitals. -/
theorem dipolarTensor_pz_dz2_dx2y2 :
    dipolarTensor (fun n => n 2) = diagonal ![-2 / 5, -2 / 5, 4 / 5] ∧
    dipolarTensor (fun n => 3 * n 2 ^ 2 - 1) = diagonal ![-2 / 7, -2 / 7, 4 / 7] ∧
    dipolarTensor (fun n => n 0 ^ 2 - n 1 ^ 2) = diagonal ![2 / 7, 2 / 7, -4 / 7] := by
  refine ⟨?_, ?_, ?_⟩
  · ext i j
    refine (dipolarTensor_apply (ι := Unit) _ (fun _ => 1) (fun _ => 0) (fun _ => 0)
      (fun _ => 2) (fun n => by simp [mono]) i j).trans ?_
    rw [div_eq_iff (by norm_num [moment_rec 0 0 0, moment_base, pi_ne_zero])]
    fin_cases i <;> fin_cases j <;> simp [ex, moment_rec, moment_base] <;> ring
  · -- on the unit sphere `3z² - 1 = 2z² - x² - y²`
    have h : ∀ θ φ, 3 * dir θ φ 2 ^ 2 - 1 =
        ∑ k, (![-1, -1, 2] : Fin 3 → ℝ) k * dir θ φ k ^ 2 := by
      intro θ φ
      rw [Fin.sum_univ_three]
      change 3 * cos θ ^ 2 - 1 =
        -1 * (sin θ * cos φ) ^ 2 + -1 * (sin θ * sin φ) ^ 2 + 2 * cos θ ^ 2
      linear_combination sin_sq_add_cos_sq θ + sin θ ^ 2 * sin_sq_add_cos_sq φ
    have e : dipolarTensor (fun n => 3 * n 2 ^ 2 - 1) =
        dipolarTensor (fun n => ∑ k, (![-1, -1, 2] : Fin 3 → ℝ) k * n k ^ 2) := by
      simp only [dipolarTensor, sphereInt, h]
    rw [e, dipolarTensor_d _ (show (-1 : ℝ) + -1 + 2 = 0 by norm_num)
      (fun h => by simpa using congrFun h 0)]
    refine congrArg diagonal (funext fun i => ?_)
    fin_cases i <;> simp [Fin.sum_univ_three] <;> norm_num
  · have e : (fun n : Fin 3 → ℝ => n 0 ^ 2 - n 1 ^ 2) =
        fun n => ∑ k, (![1, -1, 0] : Fin 3 → ℝ) k * n k ^ 2 := by
      funext n
      rw [Fin.sum_univ_three]
      change n 0 ^ 2 - n 1 ^ 2 = 1 * n 0 ^ 2 + -1 * n 1 ^ 2 + 0 * n 2 ^ 2
      ring
    rw [e, dipolarTensor_d _ (show (1 : ℝ) + -1 + 0 = 0 by norm_num)
      (fun h => by simpa using congrFun h 0)]
    refine congrArg diagonal (funext fun i => ?_)
    fin_cases i <;> simp [Fin.sum_univ_three] <;> norm_num

end

end DipolarHyperfine
```

```lean
#print axioms DipolarHyperfine.dipolarTensor_pz_dz2_dx2y2
-- 'DipolarHyperfine.dipolarTensor_pz_dz2_dx2y2' depends on axioms: [propext, Classical.choice, Quot.sound]
```
